# Kummer duality in finite dimension: linear data come from a quantum state exactly when they satisfy every linear inequality that holds for the data of all states

In a variational calculation with a two-electron reduced density matrix $D$ as the unknown, one restricts $D$ by linear inequalities. Each comes from an observable whose expectation value is determined by $D$ and is nonnegative in every state; a candidate $D$ that gives it a negative value is rejected. The duality below says that, in a finite-dimensional model with mixed states allowed, the full family of these inequalities rejects every $D$ that comes from no state. An observable whose value can be written in terms of $D$ in several ways gives one inequality for each way.

Here the reduction is any real-linear map $R$ from Hermitian matrices to a real Hilbert space $V$. For electrons, the matrices would act on a finite antisymmetric $N$-electron space and $R$ would be the contraction to two particles. That particular map is not constructed here.

## Observables, states and their pairing

```lean
import Mathlib

open Matrix
open scoped ComplexOrder

noncomputable section

namespace KummerDuality

variable {n : Type*} [Fintype n]
```

The type `n` labels a finite orthonormal basis, so an $n\times n$ complex matrix is an operator on the state space.

```lean
/-- The real vector space of Hermitian matrices, the observables of a finite quantum system. -/
def Herm (n : Type*) : Submodule ℝ (Matrix n n ℂ) where
  carrier := {A | A.IsHermitian}
  add_mem' := fun ha hb => Matrix.IsHermitian.add ha hb
  zero_mem' := Matrix.isHermitian_zero
  smul_mem' := fun c A hA => by
    change (c • A)ᴴ = c • A
    rw [Matrix.conjTranspose_smul, star_trivial, show Aᴴ = A from hA]
```

`Herm n` is the real vector space of Hermitian matrices. An element `A` consists of a matrix, `A.1`, and a proof that it is Hermitian, `A.2`. The fields check that sums and real multiples stay Hermitian.

```lean
/-- The identity observable. -/
def identity (n : Type*) [DecidableEq n] : Herm n := ⟨1, Matrix.isHermitian_one⟩
```

This is the identity matrix $1$, regarded as an observable.

```lean
/-- A state: a positive semidefinite Hermitian matrix of trace one. -/
def IsState (ρ : Herm n) : Prop :=
  (ρ : Matrix n n ℂ).PosSemidef ∧ Matrix.trace (ρ : Matrix n n ℂ) = 1
```

A state is a density matrix: $\rho\ge 0$ and $\operatorname{Tr}\rho=1$. It may be pure or mixed.

```lean
/-- The trace inner product `Re Tr(A X)` of Hermitian matrices. -/
def expectation : Herm n →ₗ[ℝ] Herm n →ₗ[ℝ] ℝ :=
  LinearMap.mk₂ ℝ (fun A X => (Matrix.trace ((A : Matrix n n ℂ) * (X : Matrix n n ℂ))).re)
    (fun A B X => by simp [Matrix.add_mul])
    (fun c A X => by simp)
    (fun A X Y => by simp [Matrix.mul_add])
    (fun c A X => by simp)
```

`expectation A X` is $\operatorname{Re}\operatorname{Tr}(AX)$, linear in both arguments. When $X$ is a state, it is the expectation value of $A$.

```lean
/-- The trace of `Bᴴ B` is the sum of the squared moduli of the entries of `B`. -/
theorem trace_gram {m : Type*} [Fintype m] (B : Matrix m n ℂ) :
    Matrix.trace (Bᴴ * B) = ((∑ j, ∑ i, ‖B i j‖ ^ 2 : ℝ) : ℂ) := by
  simp [Matrix.trace, Matrix.mul_apply, Complex.conj_mul']
```

Writing $B^\dagger$ for Lean's `Bᴴ`, this reads $\operatorname{Tr}(B^\dagger B)=\sum_j\sum_i|B_{ij}|^2$. It follows by expanding the product.

## The adjoint of the reduction map

```lean
/-- An observable whose trace inner product with every observable is known is determined
uniquely. -/
theorem expectation_injective : Function.Injective (expectation (n := n)) := by
  refine (injective_iff_map_eq_zero _).2 fun A hA => ?_
  have h0 : (Matrix.trace (A.1 * A.1)).re = 0 := LinearMap.congr_fun hA A
  have h1 := trace_gram A.1
  rw [show A.1ᴴ = A.1 from A.2] at h1
  rw [h1, Complex.ofReal_re] at h0
  apply Subtype.ext
  ext i j
  have a := (Finset.sum_eq_zero_iff_of_nonneg
    (fun j _ => Finset.sum_nonneg fun i _ => sq_nonneg _)).1 h0 j (Finset.mem_univ j)
  have b := (Finset.sum_eq_zero_iff_of_nonneg (fun i _ => sq_nonneg _)).1 a i (Finset.mem_univ i)
  simpa using b
```

An observable is fixed by its pairings. By linearity it is enough to show that $A=0$ if all its pairings vanish. Pair $A$ with itself: since $A^\dagger=A$,
$$0=\operatorname{Tr}(AA)=\sum_j\sum_i|A_{ij}|^2,$$
so every entry is zero. The two uses of `Finset.sum_eq_zero_iff_of_nonneg` extract this from the double sum.

```lean
/-- Every real-linear functional on Hermitian matrices is the trace inner product with some
observable. -/
theorem exists_observable (f : Herm n →ₗ[ℝ] ℝ) : ∃ A : Herm n, ∀ X, expectation A X = f X := by
  have hs : Function.Surjective (expectation (n := n)) :=
    (LinearMap.injective_iff_surjective_of_finrank_eq_finrank
      (Subspace.dual_finrank_eq (K := ℝ) (V := Herm n)).symm).1 expectation_injective
  obtain ⟨A, hA⟩ := hs f
  exact ⟨A, fun X => LinearMap.congr_fun hA X⟩
```

Every real-linear functional $f$ has the form $f(X)=\operatorname{Re}\operatorname{Tr}(AX)$. The map from $A$ to its functional is injective, and the observables and their dual space have the same finite dimension, so the map is also surjective.

```lean
variable {V : Type*} [NormedAddCommGroup V] [InnerProductSpace ℝ V]

/-- The adjoint `R*(K)`: the observable that represents `X ↦ ⟨K, R X⟩` in the trace inner
product. -/
def traceAdjoint (R : Herm n →ₗ[ℝ] V) (K : V) : Herm n :=
  Classical.choose (exists_observable ((innerₗ V K) ∘ₗ R))
```

For $K\in V$, the functional $X\mapsto\langle K,R(X)\rangle$ therefore has a representing observable, called $R^*(K)$. `Classical.choose` names it.

```lean
/-- An observable `A` is `R*(K)` exactly when `Re Tr(A X) = ⟨K, R X⟩` for all Hermitian `X`. -/
theorem eq_traceAdjoint_iff (R : Herm n →ₗ[ℝ] V) (K : V) (A : Herm n) :
    A = traceAdjoint R K ↔ ∀ X, expectation A X = inner ℝ K (R X) := by
  have h : ∀ X, expectation (traceAdjoint R K) X = inner ℝ K (R X) :=
    Classical.choose_spec (exists_observable ((innerₗ V K) ∘ₗ R))
  constructor
  · rintro rfl
    exact h
  · intro hA
    exact expectation_injective (LinearMap.ext fun X => (hA X).trans (h X).symm)
```

The defining relation is $\operatorname{Re}\operatorname{Tr}(R^*(K)X)=\langle K,R(X)\rangle$ for all Hermitian $X$, and any observable satisfying it equals $R^*(K)$. The adjoint relation is thus proved, not assumed.

## Positivity tested on states

```lean
/-- Every positive semidefinite matrix factors as `Bᴴ B`. -/
theorem exists_factor [DecidableEq n] {ρ : Matrix n n ℂ} (hρ : ρ.PosSemidef) :
    ∃ B : Matrix n n ℂ, ρ = Bᴴ * B := by
  let w := hρ.isHermitian.eigenvalues
  -- the columns of `U` are eigenvectors
  obtain ⟨U, hU, hcol⟩ : ∃ U : Matrix n n ℂ, U * Uᴴ = 1 ∧
      ρ * U = U * Matrix.diagonal (fun i => (w i : ℂ)) := by
    refine ⟨hρ.isHermitian.eigenvectorUnitary,
      Matrix.mem_unitaryGroup_iff.1 hρ.isHermitian.eigenvectorUnitary.2, ?_⟩
    ext i j
    have h := congrFun (hρ.isHermitian.mulVec_eigenvectorBasis j) i
    rw [Matrix.mul_diagonal]
    simpa [Matrix.mulVec, dotProduct, Matrix.mul_apply, w,
      Matrix.IsHermitian.eigenvectorUnitary_apply, mul_comm] using h
  let S : Matrix n n ℂ := Matrix.diagonal (fun i => (Real.sqrt (w i) : ℂ))
  have hdag : Sᴴ = S := by
    ext i j
    by_cases h : i = j
    · subst h
      simp [S]
    · simp [S, h, Ne.symm h]
  have hsq : S * S = Matrix.diagonal (fun i => (w i : ℂ)) := by
    simp only [S, Matrix.diagonal_mul_diagonal]
    congr 1
    funext i
    rw [← Complex.ofReal_mul, Real.mul_self_sqrt (hρ.eigenvalues_nonneg i)]
  refine ⟨S * Uᴴ, ?_⟩
  calc ρ = ρ * U * Uᴴ := by rw [mul_assoc, hU, mul_one]
    _ = (S * Uᴴ)ᴴ * (S * Uᴴ) := by
      rw [hcol, ← hsq, Matrix.conjTranspose_mul, Matrix.conjTranspose_conjTranspose, hdag]
      simp only [mul_assoc]
```

Diagonalise $\rho U=U\operatorname{diag}(w_i)$ with $U$ unitary and $w_i\ge0$. Put $S=\operatorname{diag}(\sqrt{w_i})$ and $B=SU^\dagger$. Then
$$B^\dagger B=US^2U^\dagger=\rho UU^\dagger=\rho.$$
`hdag` and `hsq` supply $S^\dagger=S$ and $S^2=\operatorname{diag}(w_i)$; the `calc` block joins the steps.

```lean
/-- A nonnegative real multiple of a positive semidefinite matrix is positive semidefinite. -/
theorem posSemidef_smul {A : Matrix n n ℂ} (hA : A.PosSemidef) {t : ℝ} (ht : 0 ≤ t) :
    (t • A).PosSemidef := by
  refine Matrix.PosSemidef.of_dotProduct_mulVec_nonneg
    ((Herm n).smul_mem t hA.isHermitian) fun x => ?_
  rw [Matrix.smul_mulVec, dotProduct_smul, Complex.real_smul]
  exact mul_nonneg (Complex.zero_le_real.2 ht) (hA.dotProduct_mulVec_nonneg x)
```

For real $t\ge0$, $x^\dagger(tA)x=t\,x^\dagger Ax\ge0$, so $tA$ remains positive semidefinite.

```lean
/-- An observable is positive semidefinite exactly when its expectation value is nonnegative in
every state. -/
theorem posSemidef_iff_expectation_nonneg [DecidableEq n] (A : Herm n) :
    (A : Matrix n n ℂ).PosSemidef ↔ ∀ ρ, IsState ρ → 0 ≤ expectation A ρ := by
  constructor
  · intro hA ρ hρ
    obtain ⟨B, hB⟩ := exists_factor hρ.1
    change 0 ≤ (Matrix.trace (A.1 * ρ.1)).re
    rw [hB, ← mul_assoc, Matrix.trace_mul_comm, ← mul_assoc]
    exact (Complex.nonneg_iff.1 (hA.mul_mul_conjTranspose_same B).trace_nonneg).1
  · intro h
    refine Matrix.PosSemidef.of_dotProduct_mulVec_nonneg A.2 fun x => ?_
    by_cases hx : x = 0
    · simp [hx]
    -- test with the normalised projector on `x`
    let B : Matrix Unit n ℂ := Matrix.of fun _ j => star (x j)
    have hP : (Bᴴ * B).PosSemidef := Matrix.posSemidef_conjTranspose_mul_self B
    let P : Herm n := ⟨Bᴴ * B, hP.isHermitian⟩
    let s : ℝ := ∑ j, ‖x j‖ ^ 2
    have hs : Matrix.trace (Bᴴ * B) = (s : ℂ) := by
      rw [trace_gram]
      simp [B, s]
    have hpos : 0 < s := by
      obtain ⟨i, hi⟩ := Function.ne_iff.1 hx
      exact Finset.sum_pos' (fun j _ => sq_nonneg _)
        ⟨i, Finset.mem_univ i, pow_pos (norm_pos_iff.2 hi) 2⟩
    have hst : IsState (s⁻¹ • P) := by
      refine ⟨posSemidef_smul hP (inv_nonneg.2 hpos.le), ?_⟩
      change Matrix.trace (s⁻¹ • (Bᴴ * B)) = 1
      rw [Matrix.trace_smul, hs, Complex.real_smul, ← Complex.ofReal_mul,
        inv_mul_cancel₀ hpos.ne', Complex.ofReal_one]
    have h1 := h _ hst
    rw [map_smul, smul_eq_mul] at h1
    have h2 : 0 ≤ (Matrix.trace (A.1 * (Bᴴ * B))).re :=
      nonneg_of_mul_nonneg_right h1 (inv_pos.2 hpos)
    have him : (Matrix.trace (A.1 * (Bᴴ * B))).im = 0 := by
      apply Complex.conj_eq_iff_im.1
      change star (Matrix.trace (A.1 * (Bᴴ * B))) = _
      rw [← Matrix.trace_conjTranspose, Matrix.conjTranspose_mul,
        show (Bᴴ * B)ᴴ = Bᴴ * B from hP.isHermitian, show A.1ᴴ = A.1 from A.2,
        Matrix.trace_mul_comm]
    have hq : star x ⬝ᵥ (A.1 *ᵥ x) = Matrix.trace (A.1 * (Bᴴ * B)) := by
      simp only [Matrix.trace, Matrix.diag_apply, Matrix.mul_apply, dotProduct, Matrix.mulVec,
        Finset.mul_sum, Matrix.conjTranspose_apply, B, Matrix.of_apply, star_star,
        Pi.star_apply, Finset.univ_unique, Finset.sum_singleton]
      exact Finset.sum_congr rfl fun i _ => Finset.sum_congr rfl fun j _ => by ring
    rw [hq]
    exact Complex.nonneg_iff.2 ⟨h2, him.symm⟩
```

An observable satisfies $A\ge0$ exactly when its expectation value is nonnegative in every state.

If $A\ge0$ and $\rho=B^\dagger B$, moving a factor around the trace gives
$$\operatorname{Tr}(A\rho)=\operatorname{Tr}(BAB^\dagger)\ge0.$$

Conversely, take $x\ne0$ and set $s=\sum_j|x_j|^2$. The matrix $P=xx^\dagger$ has trace $s$, so $P/s$ is a state. By hypothesis,
$$0\le\operatorname{Re}\operatorname{Tr}(AP/s)=\frac{x^\dagger Ax}{s}.$$
The last expression is real because $A$ is Hermitian, and multiplying by $s>0$ gives $x^\dagger Ax\ge0$. In Lean, `B` is the single row $x^\dagger$, `P` is $B^\dagger B$, `him` proves that the trace is real, and `hq` identifies it with $x^\dagger Ax$.

## The shape of the set of states

```lean
/-- The states form a convex set. -/
theorem convex_states : Convex ℝ {ρ : Herm n | IsState ρ} := by
  intro ρ hρ σ hσ a b ha hb hab
  refine ⟨(posSemidef_smul hρ.1 ha).add (posSemidef_smul hσ.1 hb), ?_⟩
  change Matrix.trace (a • ρ.1 + b • σ.1) = 1
  rw [Matrix.trace_add, Matrix.trace_smul, Matrix.trace_smul, hρ.2, hσ.2, ← add_smul, hab,
    one_smul]
```

If $a,b\ge0$ and $a+b=1$, then $a\rho+b\sigma$ is positive semidefinite and has trace $a+b=1$. Mixing two states gives a state.

```lean
/-- The states form a compact set. -/
theorem isCompact_states [DecidableEq n] : IsCompact {ρ : Herm n | IsState ρ} := by
  -- the unit sphere of factors `B`
  have hS : IsCompact {B : n → n → ℂ | ∑ j, ∑ i, ‖B i j‖ ^ 2 = 1} := by
    refine IsCompact.of_isClosed_subset (isCompact_univ_pi fun _ : n => isCompact_univ_pi
      fun _ : n => isCompact_closedBall (0 : ℂ) 1) (isClosed_eq (by fun_prop) continuous_const) ?_
    intro B hB i _ j _
    have h1 : ‖B i j‖ ^ 2 ≤ ∑ i, ‖B i j‖ ^ 2 :=
      Finset.single_le_sum (f := fun i => ‖B i j‖ ^ 2) (fun _ _ => sq_nonneg _)
        (Finset.mem_univ i)
    have h2 : ∑ i, ‖B i j‖ ^ 2 ≤ ∑ j, ∑ i, ‖B i j‖ ^ 2 :=
      Finset.single_le_sum (f := fun j => ∑ i, ‖B i j‖ ^ 2)
        (fun _ _ => Finset.sum_nonneg fun _ _ => sq_nonneg _) (Finset.mem_univ j)
    have h3 : ∑ j, ∑ i, ‖B i j‖ ^ 2 = 1 := hB
    rw [mem_closedBall_zero_iff]
    nlinarith [norm_nonneg (B i j)]
  let g : (n → n → ℂ) → Herm n := fun B =>
    ⟨(Matrix.of B)ᴴ * Matrix.of B, (Matrix.posSemidef_conjTranspose_mul_self _).isHermitian⟩
  have hof : Continuous fun B : n → n → ℂ => Matrix.of B :=
    continuous_matrix fun i j => by
      simp only [Matrix.of_apply]
      fun_prop
  have hg : Continuous g := (hof.matrix_conjTranspose.matrix_mul hof).subtype_mk _
  have himg : {ρ : Herm n | IsState ρ} = g '' {B | ∑ j, ∑ i, ‖B i j‖ ^ 2 = 1} := by
    ext ρ
    constructor
    · intro hρ
      obtain ⟨B, hB⟩ := exists_factor hρ.1
      have ht := hρ.2
      rw [hB, trace_gram] at ht
      exact ⟨B, Complex.ofReal_eq_one.1 ht, Subtype.ext hB.symm⟩
    · rintro ⟨B, hB, rfl⟩
      exact ⟨Matrix.posSemidef_conjTranspose_mul_self _,
        (trace_gram (Matrix.of B)).trans (Complex.ofReal_eq_one.2 hB)⟩
  rw [himg]
  exact hS.image hg
```

The matrices $B$ with $\sum_j\sum_i|B_{ij}|^2=1$ form a closed set whose entries all satisfy $|B_{ij}|\le1$, hence a compact set. The continuous map $B\mapsto B^\dagger B$ sends it exactly onto the states: the factorisation shows that every state is reached, and the trace formula gives the normalisation. These facts are `hS`, `hg` and `himg`, and a continuous image of a compact set is compact.

## The duality

```lean
/-- In a state `ρ` the observable `c 1 + R*(K)` has the expectation value `c + ⟨K, R ρ⟩`. -/
theorem expectation_shift [DecidableEq n]
    (R : Herm n →ₗ[ℝ] V) (c : ℝ) (K : V) {ρ : Herm n} (hρ : IsState ρ) :
    expectation (c • identity n + traceAdjoint R K) ρ = c + inner ℝ K (R ρ) := by
  have h1 : expectation (identity n) ρ = 1 := by
    change (Matrix.trace ((1 : Matrix n n ℂ) * ρ.1)).re = 1
    rw [one_mul, hρ.2, Complex.one_re]
  rw [map_add, LinearMap.add_apply, map_smul, LinearMap.smul_apply, h1,
    (eq_traceAdjoint_iff R K _).1 rfl ρ, smul_eq_mul, mul_one]
```

For a state $\rho$, linearity, $\operatorname{Tr}\rho=1$ and the adjoint relation give
$$\operatorname{Re}\operatorname{Tr}\big((c\,1+R^*(K))\rho\big)=c+\langle K,R(\rho)\rangle.$$

```lean
/-- **Kummer duality.** For a real-linear map `R` from Hermitian matrices to a real Hilbert space,
`D` is the image of a state exactly when `c + ⟨K, D⟩ ≥ 0` for all real `c` and all `K` with
`c 1 + R*(K)` positive semidefinite. -/
theorem kummer_duality [DecidableEq n] [CompleteSpace V] (R : Herm n →ₗ[ℝ] V) (D : V) :
    (∃ ρ, IsState ρ ∧ R ρ = D) ↔
      ∀ (c : ℝ) (K : V),
        ((c • identity n + traceAdjoint R K : Herm n) : Matrix n n ℂ).PosSemidef →
          0 ≤ c + inner ℝ K D := by
  constructor
  · rintro ⟨ρ, hρ, rfl⟩ c K hK
    rw [← expectation_shift R c K hρ]
    exact (posSemidef_iff_expectation_nonneg _).1 hK ρ hρ
  · intro h
    by_contra hD
    -- separate `D` from the compact convex set of representable vectors
    have hclosed : IsClosed (R '' {ρ | IsState ρ}) :=
      (isCompact_states.image (LinearMap.continuous_of_finiteDimensional R)).isClosed
    obtain ⟨f, u, hfD, hf⟩ :=
      geometric_hahn_banach_point_closed (convex_states.linear_image R) hclosed hD
    let K : V := (InnerProductSpace.toDual ℝ V).symm f
    have hK : ∀ x, inner ℝ K x = f x := fun x => InnerProductSpace.toDual_symm_apply
    have h1 := h (-u) K ((posSemidef_iff_expectation_nonneg _).2 fun ρ hρ => by
      rw [expectation_shift R (-u) K hρ, hK]
      linarith [hf (R ρ) ⟨ρ, hρ, rfl⟩])
    rw [hK] at h1
    linarith
```

The left side of `↔` says that $D=R(\rho)$ for some state $\rho$. The right side says that $c+\langle K,D\rangle\ge0$ whenever $c\,1+R^*(K)\ge0$. `CompleteSpace V` makes $V$ a Hilbert space, possibly of infinite dimension.

Different pairs $(c,K)$ can give the same observable, and the inequality is required for each pair. If $c\,1+R^*(K)=0$, then $(c,K)$ and $(-c,-K)$ both qualify, so $D$ must satisfy the equation $c+\langle K,D\rangle=0$. When all states give reduced matrices of the same trace, this is how that trace is imposed on $D$.

**From a state to the inequalities.** If $D=R(\rho)$, then $c+\langle K,D\rangle$ is the expectation value of $c\,1+R^*(K)$ in $\rho$, which is nonnegative.

**From the inequalities to a state.** Suppose no state maps to $D$. The images of the states form a compact convex set, so the Hahn–Banach theorem gives a continuous linear functional $f$ and a real $u$ with
$$f(D)<u<f(R(\rho))\quad\text{for every state }\rho.$$
Represent $f$ as $f(y)=\langle K,y\rangle$ and choose $c=-u$. In every state, $c\,1+R^*(K)$ has the value $f(R(\rho))-u>0$, so it is positive semidefinite. The assumed inequality then gives $f(D)-u\ge0$, contradicting $f(D)<u$. In Lean, `by_contra` starts this argument, `toDual` supplies $K$, and `linarith` closes it.

The theorem supplies no short list of sufficient inequalities, and the state it yields need not be pure.

```lean
/-- Real numbers `d i` are the expectation values of observables `A i` in one common state exactly
when `c + ∑ k i d i ≥ 0` for all real `c`, `k i` with `c 1 + ∑ k i A i` positive semidefinite. -/
theorem expectation_values_iff [DecidableEq n] {ι : Type*} [Fintype ι] (A : ι → Herm n) (d : ι → ℝ) :
    (∃ ρ, IsState ρ ∧ ∀ i, expectation (A i) ρ = d i) ↔
      ∀ (c : ℝ) (k : ι → ℝ),
        ((c • identity n + ∑ i, k i • A i : Herm n) : Matrix n n ℂ).PosSemidef →
          0 ≤ c + ∑ i, k i * d i := by
  let R : Herm n →ₗ[ℝ] EuclideanSpace ℝ ι :=
    (WithLp.linearEquiv 2 ℝ (ι → ℝ)).symm.toLinearMap ∘ₗ LinearMap.pi fun i => expectation (A i)
  have hin : ∀ x y : EuclideanSpace ℝ ι, inner ℝ x y = ∑ i, x.ofLp i * y.ofLp i := fun x y => by
    simp [PiLp.inner_apply, mul_comm]
  have hadj : ∀ K : EuclideanSpace ℝ ι, ∑ i, K.ofLp i • A i = traceAdjoint R K := fun K => by
    refine (eq_traceAdjoint_iff R K _).2 fun X => ?_
    rw [hin, map_sum, LinearMap.sum_apply]
    refine Finset.sum_congr rfl fun i _ => ?_
    rw [map_smul, LinearMap.smul_apply, smul_eq_mul]
    rfl
  have key := kummer_duality R (WithLp.toLp 2 d)
  constructor
  · rintro ⟨ρ, hρ, h⟩ c k hk
    have h1 := key.1 ⟨ρ, hρ, congrArg (WithLp.toLp 2) (funext h)⟩ c (WithLp.toLp 2 k)
      (by rw [← hadj]; exact hk)
    rwa [hin] at h1
  · intro h
    obtain ⟨ρ, hρ, hR⟩ := key.2 fun c K hK => by
      rw [hin]
      exact h c K.ofLp (by rw [hadj]; exact hK)
    exact ⟨ρ, hρ, fun i => congrFun (congrArg WithLp.ofLp hR) i⟩

end KummerDuality
```

Here the data are real numbers $d_i$, proposed as expectation values of finitely many observables $A_i$, which need not commute. One state realises them all exactly when $c+\sum_i k_i d_i\ge0$ for all real $c,k_i$ with $c\,1+\sum_i k_iA_i\ge0$.

To derive this, take $R(X)_i=\operatorname{Re}\operatorname{Tr}(A_iX)$. Then
$$\langle k,R(X)\rangle=\sum_i k_i\operatorname{Re}\operatorname{Tr}(A_iX)=\operatorname{Re}\operatorname{Tr}\Big(\sum_i k_iA_i\,X\Big),$$
so $R^*(k)=\sum_i k_iA_i$, which is `hadj`. The duality applied to this $R$, named `key`, gives both directions.

```lean
#print axioms KummerDuality.kummer_duality
#print axioms KummerDuality.expectation_values_iff
```

```
'KummerDuality.kummer_duality' depends on axioms: [propext, Classical.choice, Quot.sound]
'KummerDuality.expectation_values_iff' depends on axioms: [propext, Classical.choice, Quot.sound]
```
